# Fermionic Matsubara data determine a Green's function among finite sums of real poles, but not among all functions

Continuing a fermionic Green's function from the Matsubara points to other complex frequencies requires a choice of candidate functions. Here they are

$$G(z)=\sum_{e\in s}\frac{r(e)}{z-e},$$

with $s$ a finite set of real energies, measured from the chemical potential, and $r(e)$ complex residues. The letter $e$ is the position of a pole, called a level here, not a charge; in powers such as $e^{i\pi}$ it is the base of the exponential. For a system with a finite-dimensional state space, interacting or not, the Lehmann representation has this form, each $e$ being the energy difference between two many-body states whose particle numbers differ by one, less the chemical potential; that step is assumed, and continuous spectra are excluded. For such systems, complete and noise-free Matsubara data single out one continuation among pole models.

```lean
import Mathlib

open Polynomial

namespace MatsubaraContinuation

noncomputable section
```

With $\hbar=1$ and $\beta=1/k_BT$, `matsubara β n` is $i(2n+1)\pi/\beta$, including the factor $i$.

```lean
/-- The fermionic Matsubara point `i(2n+1)π/β` on the imaginary axis, for `β ≠ 0`. -/
def matsubara (β : ℝ) (n : ℤ) : ℂ :=
  (((2 * (n : ℝ) + 1) * Real.pi / β : ℝ) : ℂ) * Complex.I
```

`poleSum s r` is $G$.

```lean
/-- A finite sum of simple poles at the real energies `e` in `s` with complex residues `r e`,
for `z` away from these energies. -/
def poleSum (s : Finset ℝ) (r : ℝ → ℂ) (z : ℂ) : ℂ :=
  ∑ e ∈ s, r e / (z - (e : ℂ))
```

`thermalTwist β k G` is $(-\exp(\beta z))^kG(z)$ for an integer $k$; the name is local to this note.

```lean
/-- The function `G` multiplied by the `k`-th power of `-exp(βz)`. -/
def thermalTwist (β : ℝ) (k : ℤ) (G : ℂ → ℂ) (z : ℂ) : ℂ :=
  (-Complex.exp ((β : ℂ) * z)) ^ k * G z
```

## Frequencies off the real axis

The condition `z.im ≠ 0` keeps $z$ away from the levels: if $z=e$, then $\operatorname{Im}z=0$. By hand, this allows division by $z-e$. Lean gives division by zero the value $0$, so there the condition is needed to cancel $z-e$, not to divide by it. At a level with nonzero residue, $G$ has a pole and no value to compare. The limit onto the real axis, which gives the spectral function, is not taken.

```lean
/-- A nonreal frequency never coincides with a real energy. -/
theorem sub_level_ne_zero {z : ℂ} (hz : z.im ≠ 0) (e : ℝ) : z - (e : ℂ) ≠ 0 := by
  intro h
  apply hz
  have h' := congrArg Complex.im h
  simpa using h'
```

## Finitely many simple poles

Finiteness turns the problem into one about polynomials. Let $D_s(z)=\prod_{e\in s}(z-e)$. Then $P=D_sG$ is a polynomial off the real axis: it is $0$ for no levels, and adding a level $a$ replaces it by $(z-a)P+r(a)D_s$. The Lean induction uses this update.

```lean
/-- At nonreal frequencies, a finite pole sum multiplied by all its denominators is a
polynomial. -/
theorem poleSum_numerator (s : Finset ℝ) (r : ℝ → ℂ) :
    ∃ P : ℂ[X], ∀ z : ℂ, z.im ≠ 0 →
      P.eval z = (∏ e ∈ s, (z - (e : ℂ))) * poleSum s r z := by
  induction s using Finset.induction_on with
  | empty => exact ⟨0, fun z _ => by simp [poleSum]⟩
  | insert a s ha ih =>
    obtain ⟨P, hP⟩ := ih
    -- adding one pole updates the numerator
    refine ⟨(X - C (a : ℂ)) * P + C (r a) * ∏ e ∈ s, (X - C (e : ℂ)), fun z hz => ?_⟩
    have hne := sub_level_ne_zero hz a
    have hs : poleSum (insert a s) r z = r a / (z - (a : ℂ)) + poleSum s r z := by
      unfold poleSum
      rw [Finset.sum_insert ha]
    have hc : (z - (a : ℂ)) * (r a / (z - (a : ℂ))) = r a := by field_simp
    rw [hs, Finset.prod_insert ha]
    simp only [eval_add, eval_mul, eval_sub, eval_X, eval_C, eval_prod]
    rw [hP z hz]
    generalize r a / (z - (a : ℂ)) = u at hc ⊢
    linear_combination -(∏ e ∈ s, (z - (e : ℂ))) * hc
```

Let $F$ be a second pole sum, with levels $t$, residues $q$ and numerator $Q=D_tF$. At nonreal $z$,

$$D(z)=P(z)D_t(z)-Q(z)D_s(z)=D_s(z)D_t(z)\,[G(z)-F(z)].$$

If $G=F$ at infinitely many nonreal points, $D$ has infinitely many roots and is the zero polynomial. Since $D_sD_t\neq0$ off the real axis, $G=F$ there. The proof builds the same `D`.

```lean
/-- Two finite pole sums that agree on an infinite set of nonreal frequencies agree at every
nonreal frequency. -/
theorem poleSum_eq_of_infinite {s t : Finset ℝ} {r q : ℝ → ℂ} {S : Set ℂ}
    (hS : S.Infinite) (him : ∀ z ∈ S, z.im ≠ 0)
    (h : ∀ z ∈ S, poleSum s r z = poleSum t q z) {z : ℂ} (hz : z.im ≠ 0) :
    poleSum s r z = poleSum t q z := by
  obtain ⟨P, hP⟩ := poleSum_numerator s r
  obtain ⟨Q, hQ⟩ := poleSum_numerator t q
  -- the cross-multiplied difference is a polynomial with infinitely many roots
  let D : ℂ[X] := P * ∏ e ∈ t, (X - C (e : ℂ)) - Q * ∏ e ∈ s, (X - C (e : ℂ))
  have hD : ∀ w : ℂ, w.im ≠ 0 → D.eval w =
      (∏ e ∈ s, (w - (e : ℂ))) * (∏ e ∈ t, (w - (e : ℂ))) *
        (poleSum s r w - poleSum t q w) := by
    intro w hw
    simp only [D, eval_sub, eval_mul, eval_prod, eval_X, eval_C]
    rw [hP w hw, hQ w hw]
    ring
  have hzero : D = 0 := by
    apply Polynomial.eq_zero_of_infinite_isRoot
    refine hS.mono fun w hw => ?_
    change D.eval w = 0
    rw [hD w (him w hw), h w hw, sub_self, mul_zero]
  have hprod : ∀ u : Finset ℝ, (∏ e ∈ u, (z - (e : ℂ))) ≠ 0 := fun u =>
    Finset.prod_ne_zero_iff.mpr fun e _ => sub_level_ne_zero hz e
  have hfin := hD z hz
  rw [hzero, eval_zero] at hfin
  exact sub_eq_zero.mp
    ((mul_eq_zero.mp hfin.symm).resolve_left (mul_ne_zero (hprod s) (hprod t)))
```

If only analyticity off the real axis is required, uniqueness fails, as the factor $-\exp(\beta z)$ will show.

## Infinitely many data points

The set `N` holds the indices of the Matsubara points where the data agree; any infinite subset will do. These points have imaginary parts $(2n+1)\pi/\beta$, which are distinct, and nonzero because $2n+1$ is odd. Lean proves these two facts and applies the previous theorem.

Finite data are not enough: for $m$ points $z_j$, the function $\prod_j(z-z_j)$ divided by $m+1$ distinct factors $z-e$ is, by partial fractions, a nonzero pole sum that vanishes at all of them.

```lean
/-- For `β > 0`, agreement of two finite pole sums at any infinite selection of Matsubara
points forces agreement at every nonreal frequency. -/
theorem poleSum_eq_of_matsubara {β : ℝ} (hβ : 0 < β) {s t : Finset ℝ} {r q : ℝ → ℂ}
    {N : Set ℤ} (hN : N.Infinite)
    (h : ∀ n ∈ N, poleSum s r (matsubara β n) = poleSum t q (matsubara β n))
    {z : ℂ} (hz : z.im ≠ 0) : poleSum s r z = poleSum t q z := by
  have him : ∀ n : ℤ, (matsubara β n).im = (2 * (n : ℝ) + 1) * Real.pi / β := by
    intro n
    rw [matsubara, Complex.im_ofReal_mul, Complex.I_im, mul_one]
  have hinj : Function.Injective (matsubara β) := by
    intro m n hmn
    have h1 := congrArg Complex.im hmn
    rw [him, him, div_left_inj' hβ.ne'] at h1
    have h2 := mul_right_cancel₀ Real.pi_ne_zero h1
    have h3 : (m : ℝ) = n := by linarith
    exact_mod_cast h3
  refine poleSum_eq_of_infinite (hN.image hinj.injOn) ?_ ?_ hz
  · rintro _ ⟨n, _, rfl⟩
    rw [him]
    have hodd : (2 * n + 1 : ℤ) ≠ 0 := by omega
    have hodd' : 2 * (n : ℝ) + 1 ≠ 0 := by exact_mod_cast hodd
    exact div_ne_zero (mul_ne_zero hodd' Real.pi_ne_zero) hβ.ne'
  · rintro _ ⟨n, hn, rfl⟩
    exact h n hn
```

## Positive inverse temperature

The hypothesis `0 < β` means a finite positive temperature. The algebra needs only $\beta\neq0$, to cancel it in

$$\exp\!\left(\beta\,\frac{i(2n+1)\pi}{\beta}\right)=e^{i\pi}e^{2\pi in}=-1.$$

At $\beta=0$ there are no Matsubara points to sample.

```lean
/-- For `β > 0`, the factor `exp(βz)` equals `-1` at every fermionic Matsubara point. -/
theorem exp_matsubara {β : ℝ} (hβ : 0 < β) (n : ℤ) :
    Complex.exp ((β : ℂ) * matsubara β n) = -1 := by
  have hb : β ≠ 0 := hβ.ne'
  have h : β * ((2 * (n : ℝ) + 1) * Real.pi / β) = (2 * (n : ℝ) + 1) * Real.pi := by
    field_simp
  have hsplit : (((2 * (n : ℝ) + 1) * Real.pi : ℝ) : ℂ) * Complex.I =
      (Real.pi : ℂ) * Complex.I + (n : ℂ) * (2 * (Real.pi : ℂ) * Complex.I) := by
    push_cast
    ring
  rw [matsubara, ← mul_assoc, ← Complex.ofReal_mul, h, hsplit, Complex.exp_add,
    Complex.exp_pi_mul_I, Complex.exp_int_mul_two_pi_mul_I, mul_one]
```

Hence $(-\exp(\beta z))^k=1^k=1$ at every data point, whatever function it multiplies.

```lean
/-- For `β > 0`, multiplying any function by an integer power of `-exp(βz)` leaves its values
at the Matsubara points unchanged. -/
theorem thermalTwist_matsubara {β : ℝ} (hβ : 0 < β) (k : ℤ) (G : ℂ → ℂ) (n : ℤ) :
    thermalTwist β k G (matsubara β n) = G (matsubara β n) := by
  rw [thermalTwist, exp_matsubara hβ, neg_neg, one_zpow, one_mul]
```

## A Green's function that is not identically zero

The hypothesis `hG` says that $G(z)\neq0$ at some nonreal $z$. Without it, $G$ and all its twists are zero at every nonreal $z$, so no two of them differ there.

Suppose the twists with powers $k\neq l$ agreed at all nonreal $z$. Where $\operatorname{Re}z=1$ and $G(z)\neq0$, cancelling $G$ and taking moduli gives $e^{k\beta}=e^{l\beta}$, so $k=l$, a contradiction. Thus $G$ vanishes at $1+i(n+1)$ for $n=0,1,2,\dots$. Comparison with the empty pole sum makes it vanish at all nonreal $z$, against `hG`.

```lean
/-- For `β > 0` and a finite pole sum that is nonzero at some nonreal frequency, multiplication
by two different powers of `-exp(βz)` gives functions that differ at some nonreal frequency. -/
theorem thermalTwist_ne {β : ℝ} (hβ : 0 < β) {k l : ℤ} (hkl : k ≠ l)
    {s : Finset ℝ} {r : ℝ → ℂ} (hG : ∃ z : ℂ, z.im ≠ 0 ∧ poleSum s r z ≠ 0) :
    ∃ z : ℂ, z.im ≠ 0 ∧
      thermalTwist β k (poleSum s r) z ≠ thermalTwist β l (poleSum s r) z := by
  by_contra hcon
  -- on the line Re z = 1 the two factors have different moduli, so the pole sum vanishes
  have hline : ∀ z : ℂ, z.re = 1 → z.im ≠ 0 → poleSum s r z = 0 := by
    intro z hre hz
    by_contra hne
    have e : thermalTwist β k (poleSum s r) z = thermalTwist β l (poleSum s r) z :=
      by_contra fun h => hcon ⟨z, hz, h⟩
    unfold thermalTwist at e
    have e2 := congrArg norm (mul_right_cancel₀ hne e)
    have hnorm : ‖-Complex.exp ((β : ℂ) * z)‖ = Real.exp β := by
      rw [norm_neg, Complex.norm_exp, Complex.re_ofReal_mul, hre, mul_one]
    rw [norm_zpow, norm_zpow, hnorm] at e2
    exact hkl (zpow_right_injective₀ (Real.exp_pos β) (Real.one_lt_exp_iff.mpr hβ).ne' e2)
  obtain ⟨z₀, hz₀, hne₀⟩ := hG
  have hinj : Function.Injective (fun n : ℕ => (⟨1, (n : ℝ) + 1⟩ : ℂ)) := by
    intro m n h
    have h' : (m : ℝ) + 1 = (n : ℝ) + 1 := congrArg Complex.im h
    exact_mod_cast add_right_cancel h'
  have him : ∀ n : ℕ, (⟨1, (n : ℝ) + 1⟩ : ℂ).im ≠ 0 := fun n => by
    change (n : ℝ) + 1 ≠ 0
    positivity
  -- infinitely many zeros force the pole sum to vanish, like the empty one
  have hall : poleSum s r z₀ = poleSum ∅ r z₀ := by
    refine poleSum_eq_of_infinite (Set.infinite_range_of_injective hinj) ?_ ?_ hz₀
    · rintro _ ⟨n, rfl⟩
      exact him n
    · rintro _ ⟨n, rfl⟩
      rw [hline _ rfl (him n)]
      simp [poleSum]
  apply hne₀
  rw [hall]
  simp [poleSum]
```

The smallest nonzero case is one level, $G(z)=1/(z-e)$. Its twist $-\exp(\beta z)/(z-e)$ differs from it at every nonreal $z$ except the Matsubara points.

The main theorem joins uniqueness to this ambiguity, taking $k=1$ and $l=0$. Its uniqueness part equates function values; it does not identify $s$ with $t$, since a level may carry zero residue.

```lean
/-- For `β > 0`, finite pole sums that agree at all Matsubara points agree at all nonreal `z`.
If such a sum `G` is nonzero at some nonreal point, `-exp(βz) G(z)` matches it at all Matsubara
points but differs from it at some nonreal `z`. -/
theorem matsubara_continuation {β : ℝ} (hβ : 0 < β) (s : Finset ℝ) (r : ℝ → ℂ) :
    (∀ (t : Finset ℝ) (q : ℝ → ℂ),
      (∀ n : ℤ, poleSum s r (matsubara β n) = poleSum t q (matsubara β n)) →
        ∀ z : ℂ, z.im ≠ 0 → poleSum s r z = poleSum t q z) ∧
    ((∃ z : ℂ, z.im ≠ 0 ∧ poleSum s r z ≠ 0) →
      (∀ n : ℤ, -Complex.exp ((β : ℂ) * matsubara β n) * poleSum s r (matsubara β n) =
        poleSum s r (matsubara β n)) ∧
      ∃ z : ℂ, z.im ≠ 0 ∧
        -Complex.exp ((β : ℂ) * z) * poleSum s r z ≠ poleSum s r z) := by
  refine ⟨fun t q h z hz => ?_, fun hG => ⟨fun n => ?_, ?_⟩⟩
  · exact poleSum_eq_of_matsubara hβ Set.infinite_univ (fun n _ => h n) hz
  · rw [exp_matsubara hβ, neg_neg, one_mul]
  · obtain ⟨z, hz, hne⟩ := thermalTwist_ne hβ (one_ne_zero : (1 : ℤ) ≠ 0) hG
    refine ⟨z, hz, ?_⟩
    simpa only [thermalTwist, zpow_one, zpow_zero, one_mul] using hne
```

## A nonzero power

For $k=0$ the twist is $G$ itself. For $k\neq0$, suppose it equalled a pole sum $F$ at all nonreal $z$. Then $F$ would have the Matsubara data of $G$, so $F=G$ off the real axis, and the twist would equal $G$ there. The previous argument with $l=0$ forbids this. Every nontrivial twist of a nonzero pole sum therefore leaves the class of finite pole sums.

```lean
/-- For `β > 0` and `k ≠ 0`, a finite pole sum that is nonzero at some nonreal frequency,
multiplied by the `k`-th power of `-exp(βz)`, equals no finite sum of simple real poles
throughout the nonreal frequencies. -/
theorem thermalTwist_not_poleSum {β : ℝ} (hβ : 0 < β) {k : ℤ} (hk : k ≠ 0)
    {s : Finset ℝ} {r : ℝ → ℂ} (hG : ∃ z : ℂ, z.im ≠ 0 ∧ poleSum s r z ≠ 0)
    (t : Finset ℝ) (q : ℝ → ℂ) :
    ∃ z : ℂ, z.im ≠ 0 ∧ thermalTwist β k (poleSum s r) z ≠ poleSum t q z := by
  by_contra hcon
  have heq : ∀ z : ℂ, z.im ≠ 0 → thermalTwist β k (poleSum s r) z = poleSum t q z :=
    fun z hz => by_contra fun h => hcon ⟨z, hz, h⟩
  have hmat : ∀ n : ℤ, (matsubara β n).im ≠ 0 := by
    intro n
    rw [matsubara, Complex.im_ofReal_mul, Complex.I_im, mul_one]
    have hodd : (2 * n + 1 : ℤ) ≠ 0 := by omega
    have hodd' : 2 * (n : ℝ) + 1 ≠ 0 := by exact_mod_cast hodd
    exact div_ne_zero (mul_ne_zero hodd' Real.pi_ne_zero) hβ.ne'
  -- a pole sum with the same Matsubara data would have to be the original one
  obtain ⟨z, hz, hne⟩ := thermalTwist_ne hβ hk hG
  apply hne
  have hsame : poleSum s r z = poleSum t q z :=
    (matsubara_continuation hβ s r).1 t q
      (fun n => by rw [← heq _ (hmat n), thermalTwist_matsubara hβ]) z hz
  rw [heq z hz, ← hsame, thermalTwist, zpow_zero, one_mul]

end

end MatsubaraContinuation
```

```lean
#print axioms MatsubaraContinuation.matsubara_continuation
#print axioms MatsubaraContinuation.thermalTwist_not_poleSum
```

```
'MatsubaraContinuation.matsubara_continuation' depends on axioms: [propext, Classical.choice, Quot.sound]
'MatsubaraContinuation.thermalTwist_not_poleSum' depends on axioms: [propext, Classical.choice, Quot.sound]
```
